# Two or more adsorbates coupled only to one shared metal orbital bind less strongly in total than on separate atoms, when all orbital energies are equal, bonding levels are full and antibonding levels are empty

Let one metal orbital couple to finitely many adsorbates, each with one orbital, through real matrix elements $V_i$, with every orbital energy set to zero and no coupling between adsorbates. The absolute values of the level energies then sum to

$$\sum_j |E_j| = 2\sqrt{\textstyle\sum_i V_i^2}.$$

This is also the total bond energy when every level below zero holds two electrons and every level above zero is empty. It is strictly smaller than $\sum_i 2|V_i|$, the total for the same adsorbates on separate metal atoms, each modelled by one such orbital, exactly when at least two of the $V_i$ are nonzero. In this non-interacting model, adsorption energies found one adsorbate at a time therefore cannot simply be added when two or more of the adsorbates couple to the same metal orbital.

## The Hamiltonian and its levels

```lean
import Mathlib

open Matrix

namespace CoadsorptionBondCompetition

noncomputable section

variable {ι κ : Type*} [Fintype ι] [DecidableEq ι] [Fintype κ] [DecidableEq κ]
```

The types `ι` and `κ` are finite sets of labels for adsorbate orbitals. Two are needed only at the end, where two differently covered metal atoms are compared.

```lean
/-- Hamiltonian of one metal orbital coupled to adsorbate orbitals `i` by real `V i`,
with all orbital energies equal to zero and no coupling between adsorbates. -/
def surfaceH (V : ι → ℝ) : Matrix (Unit ⊕ ι) (Unit ⊕ ι) ℝ :=
  Matrix.fromBlocks 0 (Matrix.of fun _ i => V i) (Matrix.of fun i _ => V i) 0
```

The index type `Unit ⊕ ι` is a disjoint union: `Unit` has one element, the metal orbital, and `ι` labels the adsorbates. With $V$ as a column vector,

$$H = \begin{pmatrix} 0 & V^{T} \\ V & 0 \end{pmatrix}.$$

The zero blocks place all orbitals at the same energy and exclude coupling between adsorbates.

```lean
omit [Fintype ι] [DecidableEq ι] in
/-- The surface Hamiltonian is Hermitian. -/
theorem surfaceH_isHermitian (V : ι → ℝ) : (surfaceH V).IsHermitian := by
  apply Matrix.IsHermitian.ext
  rintro (i | i) (j | j) <;> simp [surfaceH]
```

$H$ is real and symmetric. The proof compares entries in the four blocks.

```lean
/-- The orbital energies of the coupled system: the eigenvalues of the Hamiltonian,
counted with multiplicity. -/
def levels (V : ι → ℝ) : Unit ⊕ ι → ℝ := (surfaceH_isHermitian V).eigenvalues
```

`levels V` lists the eigenvalues $E_j$ with multiplicity, one for each orbital. Using ordinary eigenvalues means that the orbitals are taken as orthonormal, so overlap is neglected.

```lean
/-- The energy gained, relative to uncoupled orbitals at zero, when every level below zero
holds two electrons. -/
def bondEnergy (V : ι → ℝ) : ℝ := -2 * ∑ j, min (levels V j) 0
```

The bond energy is $-2\sum_j \min(E_j,0)$: each negative level holds two electrons, positive levels are empty, and stronger binding gives a larger positive number. Electrons in levels at zero would not change it. Electron repulsion, the metal's band structure and direct repulsion between adsorbates are absent from the model.

## Three relations for the levels

```lean
omit [DecidableEq ι] in
/-- The cube of the Hamiltonian is the Hamiltonian times the sum of squared couplings. -/
theorem surfaceH_cube (V : ι → ℝ) :
    surfaceH V * surfaceH V * surfaceH V = (∑ i, V i ^ 2) • surfaceH V := by
  ext (i | i) (j | j) <;>
    simp [surfaceH, Matrix.mul_apply, Fintype.sum_sum_type, Finset.sum_mul]
  all_goals exact Finset.sum_congr rfl fun _ _ => by ring
```

Write $S=\sum_i V_i^2$. Multiplying blocks gives

$$H^2=\begin{pmatrix} S & 0\\ 0 & VV^{T}\end{pmatrix},\qquad
H^3=\begin{pmatrix} 0 & SV^{T}\\ VV^{T}V & 0\end{pmatrix}=SH,$$

because $V^{T}V=S$. In Lean, `ext` reduces the matrix equation to its entries, `simp` multiplies them out, and `ring` finishes the algebra.

```lean
/-- The levels sum to zero, their squares sum to twice the sum of squared couplings, and
each level `E` satisfies `E³ = (∑ V²) E`. -/
theorem levels_relations (V : ι → ℝ) :
    ∑ j, levels V j = 0 ∧ ∑ j, levels V j ^ 2 = 2 * ∑ i, V i ^ 2 ∧
      ∀ j, levels V j ^ 3 = (∑ i, V i ^ 2) * levels V j := by
  -- orthogonal diagonalisation of the Hamiltonian
  obtain ⟨U, h1, hD⟩ : ∃ U : Matrix (Unit ⊕ ι) (Unit ⊕ ι) ℝ,
      U * star U = 1 ∧ diagonal (levels V) = star U * surfaceH V * U := by
    have hA := surfaceH_isHermitian V
    let U : Matrix (Unit ⊕ ι) (Unit ⊕ ι) ℝ := hA.eigenvectorUnitary
    have h2 : star U * U = 1 := Matrix.mem_unitaryGroup_iff'.mp hA.eigenvectorUnitary.2
    have hS : surfaceH V = U * diagonal (levels V) * star U := by
      have h := hA.spectral_theorem
      rw [Unitary.conjStarAlgAut_apply] at h
      exact h
    refine ⟨U, Matrix.mem_unitaryGroup_iff.mp hA.eigenvectorUnitary.2, ?_⟩
    calc diagonal (levels V) = (star U * U) * diagonal (levels V) * (star U * U) := by
          rw [h2, one_mul, mul_one]
      _ = star U * (U * diagonal (levels V) * star U) * U := by simp only [mul_assoc]
      _ = star U * surfaceH V * U := by rw [← hS]
  have hmul : ∀ A B : Matrix (Unit ⊕ ι) (Unit ⊕ ι) ℝ,
      (star U * A * U) * (star U * B * U) = star U * (A * B) * U := by
    intro A B
    calc (star U * A * U) * (star U * B * U) = star U * A * (U * star U) * B * U := by
          simp only [mul_assoc]
      _ = star U * (A * B) * U := by rw [h1, mul_one]; simp only [mul_assoc]
  have htr : ∀ A : Matrix (Unit ⊕ ι) (Unit ⊕ ι) ℝ,
      (star U * A * U).trace = A.trace := by
    intro A
    rw [Matrix.trace_mul_cycle, h1, one_mul]
  refine ⟨?_, ?_, ?_⟩
  · have h := htr (surfaceH V)
    rw [← hD, Matrix.trace_diagonal] at h
    rw [h]
    simp [surfaceH, Matrix.trace, Fintype.sum_sum_type]
  · have h := htr (surfaceH V * surfaceH V)
    rw [← hmul, ← hD, Matrix.diagonal_mul_diagonal, Matrix.trace_diagonal] at h
    have h' : (surfaceH V * surfaceH V).trace = 2 * ∑ i, V i ^ 2 := by
      simp [surfaceH, Matrix.trace, Matrix.mul_apply, Fintype.sum_sum_type, pow_two]
      ring
    rw [← h', ← h]
    exact Finset.sum_congr rfl fun _ _ => by ring
  · intro j
    have h : diagonal (levels V) * diagonal (levels V) * diagonal (levels V)
        = (∑ i, V i ^ 2) • diagonal (levels V) := by
      rw [hD, hmul, hmul, surfaceH_cube, Matrix.mul_smul, Matrix.smul_mul]
    have hj := congrFun (congrFun h j) j
    rw [Matrix.diagonal_mul_diagonal, Matrix.diagonal_mul_diagonal, Matrix.smul_apply,
      Matrix.diagonal_apply_eq, Matrix.diagonal_apply_eq, smul_eq_mul] at hj
    rw [← hj]
    ring
```

The theorem states three facts joined by `∧`, "and":

$$\sum_j E_j=0,\qquad \sum_j E_j^2=2S,\qquad E_j^3=S\,E_j .$$

To derive them, diagonalise $H$ with an orthogonal matrix $U$, so that $D=U^{T}HU$ is diagonal with entries $E_j$. The trace is unchanged, so $\sum_j E_j=\operatorname{tr}H=0$ and $\sum_j E_j^2=\operatorname{tr}H^2=S+\sum_i V_i^2=2S$. Also $D^3=U^{T}H^3U=SD$, whose diagonal entries give the third relation.

In the code, `star U` is $U^{T}$. The first block obtains $U$ from Mathlib's spectral theorem, `hmul` says that products survive the change of basis, and `htr` says that traces do. The three bullets then prove the three relations in order.

## The total of the absolute energies

```lean
/-- The absolute values of the levels sum to `2 √(∑ V²)`. -/
theorem sum_abs_levels (V : ι → ℝ) :
    ∑ j, |levels V j| = 2 * √(∑ i, V i ^ 2) := by
  obtain ⟨-, hsq, hcube⟩ := levels_relations V
  have hS : 0 ≤ ∑ i, V i ^ 2 := Finset.sum_nonneg fun _ _ => sq_nonneg _
  generalize (∑ i, V i ^ 2) = S at hsq hcube hS ⊢
  rcases hS.eq_or_lt with h0 | hpos
  · subst h0
    have hz : ∀ j, levels V j = 0 := fun j =>
      pow_eq_zero_iff (three_ne_zero) |>.mp (by rw [hcube j, zero_mul])
    simp [hz]
  · -- every level is zero or has absolute value √S
    have hterm : ∀ j, |levels V j| * √S = levels V j ^ 2 := by
      intro j
      by_cases hj : levels V j = 0
      · simp [hj]
      · have h : S = levels V j ^ 2 :=
          mul_right_cancel₀ hj (by rw [← hcube j]; ring)
        rw [h, Real.sqrt_sq_eq_abs, abs_mul_abs_self]
        ring
    apply mul_right_cancel₀ (Real.sqrt_pos.mpr hpos).ne'
    rw [Finset.sum_mul, Finset.sum_congr rfl fun j _ => hterm j, hsq, mul_assoc,
      Real.mul_self_sqrt hS]
```

If $S=0$, then $E_j^3=0$, so every level vanishes and both sides of the claim are zero. Now let $S>0$. A nonzero level satisfies $E_j^2=S$, hence $|E_j|=\sqrt S$. Every level, zero or not, therefore obeys

$$|E_j|\sqrt S=E_j^2,$$

which is `hterm`. Summing over $j$ gives $\sqrt S\sum_j|E_j|=2S$, and division by $\sqrt S$ gives $2\sqrt S$. The tactic `generalize` replaces the sum of squares by the single letter `S`, and `mul_right_cancel₀` performs the division.

```lean
/-- The bond energy equals the sum of the absolute values of the levels. -/
theorem bondEnergy_eq_sum_abs (V : ι → ℝ) : bondEnergy V = ∑ j, |levels V j| := by
  have h : ∀ x : ℝ, -2 * min x 0 = |x| - x := by
    intro x
    rcases le_total x 0 with hx | hx
    · rw [min_eq_left hx, abs_of_nonpos hx]; ring
    · rw [min_eq_right hx, abs_of_nonneg hx]; ring
  rw [bondEnergy, Finset.mul_sum, Finset.sum_congr rfl fun j _ => h (levels V j),
    Finset.sum_sub_distrib, (levels_relations V).1, sub_zero]
```

For any real $x$, $-2\min(x,0)=|x|-x$, as the two signs of $x$ show. Summing over the levels gives a bond energy of $\sum_j|E_j|-\sum_j E_j$, and the second sum is zero.

## Sharing compared with separate atoms

```lean
/-- A single adsorbate with coupling `v` on its own metal atom has bond energy `2 |v|`. -/
theorem bondEnergy_single (v : ℝ) : bondEnergy (fun _ : Unit => v) = 2 * |v| := by
  rw [bondEnergy_eq_sum_abs, sum_abs_levels]
  simp [Real.sqrt_sq_eq_abs]
```

For one adsorbate with coupling $v$, the formula gives $2\sqrt{v^2}=2|v|$. The reference energy thus comes from the same Hamiltonian as the shared system.

```lean
/-- Adsorbates sharing one metal atom are bound strictly less, in total, than the same
adsorbates on separate metal atoms exactly when at least two couplings are nonzero. -/
theorem sharing_weakens_iff (V : ι → ℝ) :
    bondEnergy V < ∑ i, bondEnergy (fun _ : Unit => V i) ↔
      ∃ i j, i ≠ j ∧ V i ≠ 0 ∧ V j ≠ 0 := by
  simp only [bondEnergy_single]
  rw [bondEnergy_eq_sum_abs, sum_abs_levels, ← Finset.mul_sum]
  constructor
  · intro h
    by_contra hno
    push Not at hno
    by_cases hz : ∃ i, V i ≠ 0
    · -- one active adsorbate: both totals agree
      obtain ⟨i, hi⟩ := hz
      have hv : ∀ k, k ≠ i → V k = 0 := fun k hk => hno i k hk.symm hi
      have e1 : ∑ k, V k ^ 2 = V i ^ 2 :=
        Fintype.sum_eq_single i fun k hk => by simp [hv k hk]
      have e2 : ∑ k, |V k| = |V i| :=
        Fintype.sum_eq_single i fun k hk => by simp [hv k hk]
      rw [e1, e2, Real.sqrt_sq_eq_abs] at h
      exact lt_irrefl _ h
    · push Not at hz
      simp [hz] at h
  · rintro ⟨i, j, hij, hi, hj⟩
    have hlt : |V i| < ∑ k, |V k| :=
      Finset.single_lt_sum (f := fun k => |V k|) hij.symm (Finset.mem_univ i)
        (Finset.mem_univ j) (abs_pos.mpr hj) fun _ _ _ => abs_nonneg _
    have hle : ∀ k, |V k| ≤ ∑ l, |V l| := fun k =>
      Finset.single_le_sum (f := fun l => |V l|) (fun _ _ => abs_nonneg _)
        (Finset.mem_univ k)
    -- the square of the sum contains positive cross terms
    have hsq : ∑ k, V k ^ 2 < (∑ k, |V k|) ^ 2 := by
      rw [pow_two (∑ k, |V k|), Finset.sum_mul]
      apply Finset.sum_lt_sum
      · intro k _
        rw [← sq_abs, pow_two]
        exact mul_le_mul_of_nonneg_left (hle k) (abs_nonneg _)
      · refine ⟨i, Finset.mem_univ i, ?_⟩
        rw [← sq_abs, pow_two]
        exact mul_lt_mul_of_pos_left hlt (abs_pos.mpr hi)
    have := (Real.sqrt_lt' ((abs_nonneg (V i)).trans_lt hlt)).mpr hsq
    linarith
```

The left side of `↔`, "if and only if", compares the shared atom with a sum over separate atoms, each carrying one adsorbate. The right side says that two different adsorbates have nonzero couplings.

Suppose $V_i$ and $V_j$ are nonzero with $i\neq j$. Then

$$\Big(\sum_k|V_k|\Big)^2=\sum_k|V_k|\sum_l|V_l|>\sum_k V_k^2 .$$

Each term on the left is at least $V_k^2$, and the term $k=i$ is strictly larger because its inner sum also contains $|V_j|>0$. This is `hsq`; taking square roots finishes the direction.

Conversely, if at most one coupling is nonzero, both totals are equal. Lean assumes the strict inequality, denies the existence of two nonzero couplings, and reaches a contradiction.

With $V=(3,4)$ the totals are $10$ shared and $14$ separate. With $V=(3,0)$ both are $6$, so a second adsorbate that does not couple produces no weakening.

## A newcomer on a more strongly coupled atom

```lean
/-- A newcomer with nonzero coupling `W` gains strictly less energy on the metal atom whose
adsorbates already present have the larger sum of squared couplings. -/
theorem newcomer_gain_decreases (V : ι → ℝ) (V' : κ → ℝ) {W : ℝ} (hW : W ≠ 0)
    (h : ∑ i, V i ^ 2 < ∑ k, V' k ^ 2) :
    bondEnergy (Sum.elim V' fun _ : Unit => W) - bondEnergy V' <
      bondEnergy (Sum.elim V fun _ : Unit => W) - bondEnergy V := by
  simp only [bondEnergy_eq_sum_abs, sum_abs_levels]
  simp only [Fintype.sum_sum_type, Sum.elim_inl,
    Sum.elim_inr, Finset.univ_unique, Finset.sum_singleton]
  have hS : 0 ≤ ∑ i, V i ^ 2 := Finset.sum_nonneg fun _ _ => sq_nonneg _
  generalize (∑ i, V i ^ 2) = S at h hS ⊢
  generalize (∑ k, V' k ^ 2) = T at h ⊢
  have hw : 0 < W ^ 2 := by positivity
  have hT : 0 ≤ T := hS.trans h.le
  have a2 := Real.sq_sqrt hS
  have b2 := Real.sq_sqrt hT
  have c2 := Real.sq_sqrt (add_nonneg hS hw.le)
  have d2 := Real.sq_sqrt (add_nonneg hT hw.le)
  have hab : √S < √T := Real.sqrt_lt_sqrt hS h
  have hac : √S < √(S + W ^ 2) := Real.sqrt_lt_sqrt hS (by linarith)
  have hcd : √(S + W ^ 2) < √(T + W ^ 2) :=
    Real.sqrt_lt_sqrt (by linarith) (by linarith)
  have hd : 0 ≤ √(T + W ^ 2) + √T := by positivity
  -- both gains times the sum of their square roots equal W²
  by_contra hcon
  have hge : 0 ≤ (√(T + W ^ 2) - √T) - (√(S + W ^ 2) - √S) := by linarith
  have p1 := mul_nonneg hge hd
  have p2 := mul_pos (sub_pos.mpr hac)
    (show 0 < (√(T + W ^ 2) + √T) - (√(S + W ^ 2) + √S) by linarith)
  nlinarith

end

end CoadsorptionBondCompetition
```

`Sum.elim V fun _ : Unit => W` adds one adsorbate with coupling $W$ to the list $V$. Let $W\neq 0$ and $T=\sum_k V_k'^2$, with $S<T$. The newcomer's gain on the first atom is

$$2\big(\sqrt{S+W^2}-\sqrt S\big)=\frac{2W^2}{\sqrt{S+W^2}+\sqrt S},$$

and the gain on the second has $T$ in place of $S$. Its denominator is larger, so the gain is smaller. The existing couplings may differ in number and size; only their sums of squares matter.

Lean avoids the fractions. It assumes the opposite inequality and multiplies the differences of square roots by the corresponding sums. Both products equal $W^2$, which contradicts `p1` and `p2` taken together; `nlinarith` finds this combination.

Both hypotheses matter for strictness. If $W=0$, both gains are zero. If $S=T$, for instance with one existing coupling of $1$ on each atom, the two gains are equal.

```lean
#print axioms CoadsorptionBondCompetition.sharing_weakens_iff
-- 'CoadsorptionBondCompetition.sharing_weakens_iff' depends on axioms: [propext, Classical.choice, Quot.sound]
#print axioms CoadsorptionBondCompetition.newcomer_gain_decreases
-- 'CoadsorptionBondCompetition.newcomer_gain_decreases' depends on axioms: [propext, Classical.choice, Quot.sound]
```
